# Under polynomial radial perturbations, the logarithmic hierarchy of hydrogen 1s has exactly one polynomial solution

**Question.** Suppose I describe the perturbed 1s state by W = −ψ'/ψ instead of ψ, and expand W and the energy as formal power series in the coupling λ. If the perturbation is Σ λ^k V_k(r), k ≥ 1, with every V_k a polynomial, the corrections to W seem to be polynomials too, and each order seems to fix its own energy. Can this be made rigorous for all orders and checked by machine?

**Answer.** Yes, with the series kept formal: the result concerns the coefficients at each order, not convergence in λ.

### From the Schrödinger equation to one equation per order

In atomic units, the s-wave equation with an extra potential U is

−½(ψ'' + (2/r)ψ') − ψ/r + Uψ = Eψ.

Since ψ' = −Wψ and ψ'' = (W² − W')ψ, dividing by ψ and multiplying by −2r gives

r(W² − W') − 2W + 2 = 2r(U − E).

Insert W = Σ λ^k w_k, E = Σ λ^k E_k and U = Σ λ^k V_k. The unperturbed state ψ = exp(−r) has w_0 = 1 and E_0 = −1/2. In W², the two end terms contribute 2w_k at order k ≥ 1, so

2(r − 1)w_k − r w_k' = r(2V_k − 2E_k − Σ_{0<j<k} w_j w_{k−j}).

With lower orders known, this has the form

2(r − 1)w − r w' = r(Q − 2e),

where Q is a known polynomial, and w and e are sought.

**Uniqueness.** The difference u of two solutions satisfies 2(r − 1)u − r u' = 2δr, where δ is a constant. At r = 0 this gives u(0) = 0, so u is not a nonzero constant. If u had degree d ≥ 1 and leading coefficient c, the coefficient of r^(d+1) would give 2c = 0. Hence u = 0, and then δ = 0.

**Existence.** For Q = a, take w = 0 and e = a/2. For Q = a r^(n+1), the trial term (a/2)r^(n+1) gives

2(r − 1)(a/2)r^(n+1) − r(a/2)(n+1)r^n = r(a r^(n+1) − (n+3)(a/2)r^n).

What remains is the source (n+3)(a/2)r^n, one degree lower. Repeating this ends at a constant, which fixes e. Sums of monomials follow by linearity.

**Energy.** Since w(0) = 0, write w = r v and divide by r:

2(r − 1)v − (r v)' = Q − 2e.

Let ⟨·⟩ be the average over the 1s density 4r² exp(−2r), so that ⟨r^n⟩ = (n+2)!/2^(n+1). Integration by parts gives 2⟨r v⟩ = 2⟨v⟩ + ⟨(r v)'⟩. The left side therefore averages to zero, and 2e = ⟨Q⟩. Hence

E_k = ⟨V_k⟩ − ½ Σ_{0<j<k} ⟨w_j w_{k−j}⟩.

For the perturbation λr, w_1 = r and E_1 = 3/2. Then E_2 = −½⟨r²⟩ = −3/2.

### What the Lean statements say

`IsHierarchy V E w` contains the zeroth-order data and the equation for every k ≥ 1. The variable `X` is r, `ℝ[X]` is the type of real polynomials, and `C` turns a number into a constant polynomial. `existsUnique_hierarchy` says that every sequence `V` has exactly one pair of sequences (E, w) satisfying it.

Two theorems tie this to the physics. `schrodinger_iff_riccati` proves the equivalence at a point r > 0 where ψ(r) ≠ 0, assuming that ψ' = −Wψ for all positive radii and that W is differentiable at r. `hierarchy_iff_formal_riccati` proves that the hierarchy is equivalent to the same zeroth-order data together with the Riccati equation in formal power series, with `V 0 = 0` because the unperturbed potential is already included.

`mean` is defined by its values on monomials, and `mean_X_pow_eq_integral` identifies those values with the radial integrals. Angular perturbations, such as a uniform electric field, are not covered, nor is the existence of a bound state at finite λ.

```lean
import Mathlib

open Polynomial MeasureTheory Topology

namespace HydrogenLogPerturbation

noncomputable section

/-- The logarithmic perturbation hierarchy of hydrogen 1s (atomic units) for the radial
perturbation `∑ λ^k V_k`, `k ≥ 1`, with energies `E k` and corrections `w k` to `-ψ'/ψ`. -/
def IsHierarchy (V : ℕ → ℝ[X]) (E : ℕ → ℝ) (w : ℕ → ℝ[X]) : Prop :=
  E 0 = -1 / 2 ∧ w 0 = 1 ∧ ∀ k, 1 ≤ k →
    2 * (X - 1) * w k - X * derivative (w k) =
      X * (2 * V k - 2 * C (E k) - ∑ j ∈ Finset.Ioo 0 k, w j * w (k - j))

/-- The 1s expectation value of a polynomial in `r`, given by `⟨r^n⟩ = (n+2)!/2^(n+1)`. -/
def mean : ℝ[X] →ₗ[ℝ] ℝ :=
  Polynomial.lsum fun n => (((n + 2).factorial : ℝ) / 2 ^ (n + 1)) • LinearMap.id

/-- Where `ψ` does not vanish, the s-wave Schrödinger equation with potential `-1/r + U` is
equivalent to a Riccati equation for `W = -ψ'/ψ`. -/
theorem schrodinger_iff_riccati {ψ W : ℝ → ℝ} {W' U E r : ℝ} (hr : 0 < r)
    (hψ : ∀ x, 0 < x → HasDerivAt ψ (-(W x) * ψ x) x) (hW : HasDerivAt W W' r)
    (h0 : ψ r ≠ 0) :
    -(1 / 2) * (deriv (deriv ψ) r + 2 / r * deriv ψ r) - ψ r / r + U * ψ r = E * ψ r ↔
      r * (W r ^ 2 - W') - 2 * W r + 2 = 2 * r * (U - E) := by
  have h1 : deriv ψ =ᶠ[𝓝 r] fun x => -(W x) * ψ x := by
    filter_upwards [lt_mem_nhds hr] with x hx using (hψ x hx).deriv
  have h2 : deriv (deriv ψ) r = (W r ^ 2 - W') * ψ r := by
    rw [h1.deriv_eq]
    exact (hW.fun_neg.fun_mul (hψ r hr)).deriv.trans (by ring)
  rw [h2, (hψ r hr).deriv]
  have hr' : r ≠ 0 := hr.ne'
  have hne : -(ψ r / (2 * r)) ≠ 0 := neg_ne_zero.mpr (div_ne_zero h0 (by positivity))
  have key : -(1 / 2) * ((W r ^ 2 - W') * ψ r + 2 / r * (-(W r) * ψ r)) - ψ r / r + U * ψ r
      - E * ψ r = -(ψ r / (2 * r)) *
        (r * (W r ^ 2 - W') - 2 * W r + 2 - 2 * r * (U - E)) := by
    field_simp
    ring
  exact ⟨fun h => sub_eq_zero.mp
      ((mul_eq_zero.mp (key.symm.trans (sub_eq_zero.mpr h))).resolve_left hne),
    fun h => sub_eq_zero.mp (key.trans (by rw [h, sub_self, mul_zero]))⟩

/-- For `V 0 = 0`, the hierarchy is equivalent to the data `E 0 = -1/2`, `w 0 = 1` together with the
Riccati equation for `W = ∑ λ^k w_k`, read as an identity of formal power series in the coupling
`λ`. -/
theorem hierarchy_iff_formal_riccati {V : ℕ → ℝ[X]} (hV : V 0 = 0) (E : ℕ → ℝ)
    (w : ℕ → ℝ[X]) :
    IsHierarchy V E w ↔ E 0 = -1 / 2 ∧ w 0 = 1 ∧
      PowerSeries.C (X : ℝ[X]) * (PowerSeries.mk w * PowerSeries.mk w
          - PowerSeries.mk fun n => derivative (w n))
        - PowerSeries.C (2 : ℝ[X]) * PowerSeries.mk w + PowerSeries.C (2 : ℝ[X])
      = PowerSeries.C (2 * X : ℝ[X]) * PowerSeries.mk fun n => V n - C (E n) := by
  refine and_congr_right fun hE => and_congr_right fun hw => ?_
  -- split off the two end terms of the Cauchy product
  have key : ∀ n, 1 ≤ n → PowerSeries.coeff n (PowerSeries.mk w * PowerSeries.mk w) =
      2 * w n + ∑ j ∈ Finset.Ioo 0 n, w j * w (n - j) := by
    intro n hn
    rw [PowerSeries.coeff_mul]
    simp only [PowerSeries.coeff_mk]
    have hs : Finset.range (n + 1) = insert 0 (insert n (Finset.Ioo 0 n)) := by
      ext j
      simp only [Finset.mem_range, Finset.mem_insert, Finset.mem_Ioo]
      omega
    rw [Finset.Nat.sum_antidiagonal_eq_sum_range_succ (fun i j => w i * w j), hs,
      Finset.sum_insert (by simp only [Finset.mem_insert, Finset.mem_Ioo]; omega),
      Finset.sum_insert (by simp), Nat.sub_zero, Nat.sub_self, hw]
    ring
  rw [PowerSeries.ext_iff]
  simp only [map_add, map_sub, PowerSeries.coeff_C_mul, PowerSeries.coeff_mk,
    PowerSeries.coeff_C]
  constructor
  · intro h n
    rcases Nat.eq_zero_or_pos n with rfl | hn
    · have hc : (C (-1 / 2 : ℝ) : ℝ[X]) + C (-1 / 2) = -1 := by
        rw [← C_add, show (-1 / 2 : ℝ) + -1 / 2 = -1 by norm_num, C_neg, C_1]
      simp only [PowerSeries.coeff_mul, PowerSeries.coeff_mk, Finset.Nat.antidiagonal_zero,
        Finset.sum_singleton, hw, hV, hE, derivative_one, ↓reduceIte]
      linear_combination X * hc
    · rw [key n hn, if_neg (by omega)]
      linear_combination h n hn
  · intro h n hn
    have h' := h n
    rw [key n hn, if_neg (by omega)] at h'
    linear_combination h'

/-- At a single order, the source `Q` determines both the energy and the polynomial
correction. -/
theorem order_unique {Q w w' : ℝ[X]} {e e' : ℝ}
    (h : 2 * (X - 1) * w - X * derivative w = X * (Q - 2 * C e))
    (h' : 2 * (X - 1) * w' - X * derivative w' = X * (Q - 2 * C e')) :
    e = e' ∧ w = w' := by
  obtain ⟨u, hu⟩ : ∃ u, u = w - w' := ⟨_, rfl⟩
  have hd : X * u + X * u - (u + u) - X * derivative u = X * (C (e' - e) + C (e' - e)) := by
    rw [hu, derivative_sub, C_sub]
    linear_combination h - h'
  have h0 := congrArg (fun p => coeff p 0) hd
  simp only [coeff_sub, coeff_add, coeff_X_mul_zero] at h0
  have hN := fun n : ℕ => congrArg (fun p => coeff p (n + 1)) hd
  simp only [coeff_sub, coeff_add, coeff_X_mul, coeff_derivative] at hN
  -- the leading coefficient of the difference must vanish
  have hz : u = 0 := by
    by_contra hne
    have hl : u.coeff u.natDegree ≠ 0 := by simpa using hne
    have top : u.coeff (u.natDegree + 1) = 0 :=
      coeff_eq_zero_of_natDegree_lt (Nat.lt_succ_self _)
    apply hl
    rcases Nat.eq_zero_or_pos u.natDegree with hd0 | hpos
    · rw [hd0]
      linarith
    · have hn := hN u.natDegree
      rw [top, coeff_C, if_neg (by omega)] at hn
      linarith
  have h1 := hN 0
  rw [hz] at h1
  simp only [coeff_zero, coeff_C_zero] at h1
  exact ⟨by linarith, sub_eq_zero.mp (hu.symm.trans hz)⟩

/-- At a single order, every polynomial source `Q` admits an energy and a polynomial
correction. -/
theorem order_exists (Q : ℝ[X]) : ∃ (e : ℝ) (w : ℝ[X]),
    2 * (X - 1) * w - X * derivative w = X * (Q - 2 * C e) := by
  have two : ∀ a : ℝ, (C a : ℝ[X]) = 2 * C (a / 2) := fun a => by
    rw [two_mul, ← C_add, add_halves]
  -- a monomial source is reduced to one of lower degree
  have mono : ∀ (n : ℕ) (a : ℝ), ∃ (e : ℝ) (w : ℝ[X]),
      2 * (X - 1) * w - X * derivative w = X * (C a * X ^ n - 2 * C e) := by
    intro n
    induction n with
    | zero =>
      intro a
      refine ⟨a / 2, 0, ?_⟩
      rw [derivative_zero, pow_zero]
      linear_combination (-X) * two a
    | succ n ih =>
      intro a
      obtain ⟨e, w, h⟩ := ih (((n : ℝ) + 1 + 1 + 1) * (a / 2))
      simp only [C_mul, C_add, C_1] at h
      have hd : derivative (C (a / 2) * X ^ (n + 1)) =
          C (a / 2) * (C (n : ℝ) + 1) * X ^ n := by
        simp only [derivative_C_mul, derivative_X_pow, Nat.add_sub_cancel, Nat.cast_add,
          Nat.cast_one, C_add, C_1]
        ring
      refine ⟨e, C (a / 2) * X ^ (n + 1) + w, ?_⟩
      rw [derivative_add, hd]
      linear_combination h - X * X ^ (n + 1) * two a
  induction Q using Polynomial.induction_on' with
  | add p q hp hq =>
    obtain ⟨e, w, h⟩ := hp
    obtain ⟨e', w', h'⟩ := hq
    refine ⟨e + e', w + w', ?_⟩
    rw [derivative_add, C_add]
    linear_combination h + h'
  | monomial n a =>
    rw [← C_mul_X_pow_eq_monomial]
    exact mono n a

/-- For arbitrary polynomial radial perturbations of hydrogen 1s, the logarithmic perturbation
hierarchy has exactly one solution with real energies and real polynomial corrections. -/
theorem existsUnique_hierarchy (V : ℕ → ℝ[X]) :
    ∃! p : (ℕ → ℝ) × (ℕ → ℝ[X]), IsHierarchy V p.1 p.2 := by
  choose e s hs using order_exists
  -- build the corrections by recursion on the order
  let F : (k : ℕ) → ((j : ℕ) → j < k → ℝ[X]) → ℝ[X] := fun k g =>
    if k = 0 then 1 else s (2 * V k - ∑ j ∈ Finset.Ioo 0 k,
      (if h : j < k then g j h else 0) * (if h : k - j < k then g (k - j) h else 0))
  obtain ⟨w, hw⟩ : ∃ w : ℕ → ℝ[X], ∀ k, w k = F k (fun j _ => w j) :=
    ⟨(wellFounded_lt (α := ℕ)).fix F, fun k => WellFounded.fix_eq _ F k⟩
  have hwk : ∀ k, 1 ≤ k →
      w k = s (2 * V k - ∑ j ∈ Finset.Ioo 0 k, w j * w (k - j)) := by
    intro k hk
    rw [hw k]
    simp only [F]
    rw [if_neg (by omega)]
    congr 2
    refine Finset.sum_congr rfl fun j hj => ?_
    rw [Finset.mem_Ioo] at hj
    rw [dif_pos hj.2, dif_pos (by omega)]
  refine ⟨(fun k => if k = 0 then -1 / 2 else
    e (2 * V k - ∑ j ∈ Finset.Ioo 0 k, w j * w (k - j)), w), ⟨?_, ?_, ?_⟩, ?_⟩
  · simp
  · show w 0 = 1
    rw [hw 0]
    simp [F]
  · intro k hk
    have h := hs (2 * V k - ∑ j ∈ Finset.Ioo 0 k, w j * w (k - j))
    rw [← hwk k hk] at h
    simp only [if_neg (show k ≠ 0 by omega)]
    linear_combination h
  · -- two solutions agree order by order
    have uniq : ∀ {E E' : ℕ → ℝ} {w w' : ℕ → ℝ[X]}, IsHierarchy V E w →
        IsHierarchy V E' w' → ∀ k, E k = E' k ∧ w k = w' k := by
      intro E E' w w' h h' k
      induction k using Nat.strong_induction_on with
      | _ k ih =>
        rcases Nat.eq_zero_or_pos k with rfl | hk
        · exact ⟨h.1.trans h'.1.symm, h.2.1.trans h'.2.1.symm⟩
        · have hsum : ∑ j ∈ Finset.Ioo 0 k, w j * w (k - j) =
              ∑ j ∈ Finset.Ioo 0 k, w' j * w' (k - j) := by
            refine Finset.sum_congr rfl fun j hj => ?_
            rw [Finset.mem_Ioo] at hj
            rw [(ih j hj.2).2, (ih (k - j) (by omega)).2]
          refine order_unique (Q := 2 * V k - ∑ j ∈ Finset.Ioo 0 k, w j * w (k - j)) ?_ ?_
          · linear_combination h.2.2 k hk
          · rw [hsum]
            linear_combination h'.2.2 k hk
    intro q hq
    have hu := uniq hq (E' := fun k => if k = 0 then -1 / 2 else
      e (2 * V k - ∑ j ∈ Finset.Ioo 0 k, w j * w (k - j))) (w' := w) ⟨by simp, by
        rw [hw 0]
        simp [F], fun k hk => by
        have h := hs (2 * V k - ∑ j ∈ Finset.Ioo 0 k, w j * w (k - j))
        rw [← hwk k hk] at h
        simp only [if_neg (show k ≠ 0 by omega)]
        linear_combination h⟩
    exact Prod.ext (funext fun k => (hu k).1) (funext fun k => (hu k).2)

/-- The 1s expectation value of the monomial `a r^n` is `a (n+2)!/2^(n+1)`. -/
theorem mean_monomial (n : ℕ) (a : ℝ) :
    mean (monomial n a) = a * (((n + 2).factorial : ℝ) / 2 ^ (n + 1)) := by
  simp [mean, Polynomial.lsum_apply, Polynomial.sum_monomial_index, mul_comm]

/-- On powers of `r`, `mean` is the integral against the 1s radial density `4 r² e^(-2r)`. -/
theorem mean_X_pow_eq_integral (n : ℕ) :
    mean (X ^ n) = ∫ r in Set.Ioi (0 : ℝ), r ^ n * (4 * r ^ 2 * Real.exp (-2 * r)) := by
  have h := Real.integral_rpow_mul_exp_neg_mul_Ioi (a := (n : ℝ) + 3) (r := 2)
    (by positivity) (by norm_num)
  have e : ∫ r in Set.Ioi (0 : ℝ), r ^ n * (4 * r ^ 2 * Real.exp (-2 * r)) =
      4 * ∫ t in Set.Ioi (0 : ℝ), t ^ ((n : ℝ) + 3 - 1) * Real.exp (-(2 * t)) := by
    rw [← integral_const_mul]
    refine setIntegral_congr_fun measurableSet_Ioi fun t _ => ?_
    have hn : (n : ℝ) + 3 - 1 = ((n + 2 : ℕ) : ℝ) := by
      push_cast
      ring
    simp only [hn, Real.rpow_natCast, neg_mul]
    ring
  have hg : Real.Gamma ((n : ℝ) + 3) = ((n + 2).factorial : ℝ) := by
    rw [← Real.Gamma_nat_eq_factorial]
    congr 1
    push_cast
    ring
  have hp : (1 / 2 : ℝ) ^ ((n : ℝ) + 3) = (1 / 2) ^ (n + 3) := by
    exact_mod_cast Real.rpow_natCast (1 / 2 : ℝ) (n + 3)
  rw [e, h, hg, hp, one_div, inv_pow, ← monomial_one_right_eq_X_pow, mean_monomial]
  ring

/-- At a single order, twice the energy is the 1s expectation value of the source. -/
theorem order_energy {Q w : ℝ[X]} {e : ℝ}
    (h : 2 * (X - 1) * w - X * derivative w = X * (Q - 2 * C e)) : 2 * e = mean Q := by
  -- moment identity, proved on monomials from the factorial formula
  have vir : ∀ v : ℝ[X], mean (X * v) + mean (X * v) =
      mean v + mean v + mean (derivative (X * v)) := by
    intro v
    induction v using Polynomial.induction_on' with
    | add p q hp hq =>
      simp only [mul_add, map_add] at hp hq ⊢
      linarith
    | monomial n a =>
      have hf : ((n + 1 + 2).factorial : ℝ) = (n + 3) * ((n + 2).factorial : ℝ) := by
        rw [show n + 1 + 2 = (n + 2) + 1 by omega, Nat.factorial_succ]
        push_cast
        ring
      rw [X_mul_monomial, derivative_monomial, Nat.add_sub_cancel]
      simp only [mean_monomial]
      rw [hf]
      push_cast
      ring
  have h0 := congrArg (eval 0) h
  simp only [eval_sub, eval_mul, eval_X, eval_one, eval_ofNat, zero_mul] at h0
  obtain ⟨v, rfl⟩ : X ∣ w := X_dvd_iff.mpr (by
    rw [coeff_zero_eq_eval_zero]
    linarith)
  have hv : X * v + X * v - (v + v) - derivative (X * v) = Q - (C e + C e) :=
    mul_left_cancel₀ X_ne_zero (by linear_combination h)
  have hC : mean (C e) = e := by
    rw [← monomial_zero_left, mean_monomial]
    norm_num [Nat.factorial]
  have hm := congrArg mean hv
  simp only [map_sub, map_add, hC] at hm
  linarith [vir v]

/-- The energy at order `k` is the 1s average of `V_k` minus half the averages of the products
of lower-order corrections. -/
theorem energy_formula {V : ℕ → ℝ[X]} {E : ℕ → ℝ} {w : ℕ → ℝ[X]} (h : IsHierarchy V E w)
    {k : ℕ} (hk : 1 ≤ k) :
    E k = mean (V k) - 1 / 2 * ∑ j ∈ Finset.Ioo 0 k, mean (w j * w (k - j)) := by
  have he := order_energy (Q := 2 * V k - ∑ j ∈ Finset.Ioo 0 k, w j * w (k - j))
    (w := w k) (e := E k) (by linear_combination h.2.2 k hk)
  rw [two_mul (V k), map_sub, map_add, map_sum] at he
  linarith

/-- For the linear perturbation `λ r`, the first correction is `w_1 = r` and the first two
energy coefficients are `3/2` and `-3/2`. -/
theorem linear_perturbation {V : ℕ → ℝ[X]} {E : ℕ → ℝ} {w : ℕ → ℝ[X]}
    (h : IsHierarchy V E w) (h1 : V 1 = X) (h2 : V 2 = 0) :
    w 1 = X ∧ E 1 = 3 / 2 ∧ E 2 = -3 / 2 := by
  have e1 := h.2.2 1 le_rfl
  rw [h1, show Finset.Ioo 0 1 = ∅ from rfl, Finset.sum_empty, sub_zero] at e1
  have hc : (C (3 / 2 : ℝ) : ℝ[X]) + C (3 / 2) = 3 := by
    rw [← C_add, show (3 / 2 : ℝ) + 3 / 2 = 3 by norm_num]
    exact map_ofNat C 3
  obtain ⟨hE, hw⟩ := order_unique (e' := 3 / 2) (w' := X) e1 (by
    rw [derivative_X]
    linear_combination X * hc)
  have hm : mean (X * X) = 3 := by
    rw [← pow_two, ← monomial_one_right_eq_X_pow, mean_monomial]
    norm_num [Nat.factorial]
  have e2 := energy_formula h (k := 2) (by norm_num)
  rw [h2, show Finset.Ioo 0 2 = {1} from rfl, Finset.sum_singleton,
    show 2 - 1 = 1 from rfl, hw, hm, map_zero] at e2
  exact ⟨hw, hE, by linarith⟩

end

end HydrogenLogPerturbation
```

```lean
#print axioms HydrogenLogPerturbation.hierarchy_iff_formal_riccati
#print axioms HydrogenLogPerturbation.existsUnique_hierarchy
#print axioms HydrogenLogPerturbation.mean_X_pow_eq_integral
#print axioms HydrogenLogPerturbation.linear_perturbation
```

```
'HydrogenLogPerturbation.hierarchy_iff_formal_riccati' depends on axioms: [propext, Classical.choice, Quot.sound]
'HydrogenLogPerturbation.existsUnique_hierarchy' depends on axioms: [propext, Classical.choice, Quot.sound]
'HydrogenLogPerturbation.mean_X_pow_eq_integral' depends on axioms: [propext, Classical.choice, Quot.sound]
'HydrogenLogPerturbation.linear_perturbation' depends on axioms: [propext, Classical.choice, Quot.sound]
```

### How the proof follows the derivation

`order_unique` compares the lowest and leading coefficients. In `order_exists`, the inner statement `mono` is the degree-lowering induction, and `linear_combination` verifies the polynomial identities.

`existsUnique_hierarchy` chooses a solution for each source and builds the `w k` by well-founded recursion, since each source uses only earlier orders. Strong induction then shows that any two solutions agree. In `order_energy`, `vir` is the moment identity, proved on monomials from the factorial formula; `energy_formula` inserts the source of order k.

### What the polynomial condition excludes

Take Q = 0. The polynomial solution is w = 0 with e = 0, but

w = (exp(2r) − 1 − 2r − 2r²)/(2r²)

solves the same equation for r > 0 with e = 1, and it extends smoothly to r = 0. Regularity at the origin therefore does not fix the energy. Polynomial form excludes this exponential growth, which belongs to a non-normalisable first-order change in ψ.

### The recursion in a program

Store the coefficients q_m of Q and work downwards from the highest degree to m = 1:

w_m = q_m/2 (here w_m is a coefficient of w)

q_{m−1} ← q_{m−1} + (m + 2)w_m

At the end, e = q_0/2. The source at order k is 2V_k minus the sum, over all j with 0 < j < k, of the product of the corrections of orders j and k − j (so a pair of different orders counts twice), and rational input stays rational. As in the Dalgarno-Lewis and Sternheimer methods, an inhomogeneous equation replaces the sum over excited states, here for one electron in the 1s state under a polynomial radial perturbation.
